# On a ring, an attractive delta well in plane waves has one negative level, which falls strictly with the cutoff and converges

A particle on a ring of circumference $2\pi$ is attracted to a single point by the potential $-\lambda\,\delta(x)$, with $\lambda>0$. Plane waves are a poor match for the cusp that the bound state has at that point, and the delta function couples every pair of them equally strongly, however short their wavelengths. Does the computed bound energy converge as the cutoff is raised, or does it fall without bound?

## The secular equation and its bracket

In units $\hbar=m=1$, keep the waves $e^{inx}/\sqrt{2\pi}$ with integer $|n|\le M$. With $g=\lambda/2\pi>0$ the Hamiltonian matrix is
$$H_{nn'}=\tfrac{n^2}{2}\,\delta_{nn'}-g .$$
For every $M\ge 0$ it has exactly one negative eigenvalue $E_M$, which solves
$$g\,F_M(E_M)=1,\qquad F_M(E)=\sum_{|n|\le M}\frac{1}{n^2/2-E},$$
and lies in the bracket
$$-(2g+32g^2)\le E_M\le -g .$$
The sequence $E_M$ is strictly decreasing and converges to some $L<0$, with $g\,F_M(L)\to 1$.

## Checking a plane-wave code against the well

For this one-particle, one-dimensional model, the result gives a plane-wave code a convergence test with a known outcome. In exact arithmetic, diagonalising $H$ gives one negative eigenvalue, which agrees with the scalar root and goes down whenever $M$ goes up. A code should reproduce this as long as the level and its changes are large compared with the rounding error. The bracket holds for all cutoffs, so a bisection for the root can start from it without a search.

## From the eigenvalue equation to the limit

**Amplitudes.** Let $Hv=Ev$ with $E<0$, $v\neq0$ and $S=\sum_n v_n$. Row $n$ reads $\frac{n^2}{2}v_n-gS=Ev_n$, so
$$v_n=\frac{gS}{n^2/2-E}.$$
If $S$ were zero, $v$ would vanish. Hence $S\ne0$, and all eigenvectors at $E$ are proportional. Summing over $n$ and dividing by $S$ gives $gF_M(E)=1$. Conversely, if $gF_M(E)=1$, then $v_n=1/(n^2/2-E)$ has $gS=1$ and satisfies every row. The normalised amplitudes are $v_n/\big(\sum_m v_m^2\big)^{1/2}$.

**At most one root.** For $E<0$ each term of $F_M$ increases strictly with $E$.

**At least one root.** At $E=-g$ the mode $n=0$ alone contributes $1/g$, so $gF_M(-g)\ge1$. For the lower end, set $k>0$ with $k^2=4g+64g^2$, so that $-k^2/2=-(2g+32g^2)$. Going from cutoff $N$ to $N+1$ adds the pair $\pm(N+1)$, which contributes
$$\frac{4}{(N+1)^2+k^2}\le\frac{8}{(N+k)(N+1+k)}=\frac{8}{N+k}-\frac{8}{N+1+k}.$$
The inequality holds because $(N+k)(N+1+k)\le(N+1+k)^2\le2\big((N+1)^2+k^2\big)$. The differences telescope, and with the zero mode's $2/k^2$ they give
$$F_M(-k^2/2)\le\frac{2}{k^2}+\frac{8}{k}-\frac{8}{M+k}\le\frac{2}{k^2}+\frac8k .$$
Since $8gk\le\frac12k^2+32g^2$, we have $2g+8gk\le\frac12k^2+(2g+32g^2)=k^2$, so $gF_M(-k^2/2)\le1$. By continuity there is a root in the bracket.

**Strict decrease.** If $E_M\le E_{M+1}$, then $F_M(E_M)\le F_M(E_{M+1})<F_{M+1}(E_{M+1})$, because the new pair is positive. But both ends equal $1/g$, a contradiction.

**Limit.** A decreasing sequence that is bounded below converges, so $E_M\to L$ with $L\le E_M\le-g<0$. Monotonicity of $F_M$ gives $gF_M(L)\le1$. Put $d_M=(E_M-L)/g\ge0$. Since $n^2/2-E_M\ge g$,
$$\tfrac{n^2}{2}-L=\tfrac{n^2}{2}-E_M+d_M g\le(1+d_M)\big(\tfrac{n^2}{2}-E_M\big).$$
Therefore $1=gF_M(E_M)\le(1+d_M)\,gF_M(L)\le gF_M(L)+d_M$. So $1-d_M\le gF_M(L)\le1$, and $d_M\to0$ completes the squeeze.

## The Lean file

```lean
import Mathlib

open Matrix Filter Topology

namespace DeltaWellPlaneWaves

noncomputable section

/-- The plane waves kept at cutoff `M`: integers `n` with `|n| ≤ M`. -/
abbrev Mode (M : ℕ) : Type := ↥(Finset.Icc (-(M : ℤ)) (M : ℤ))

/-- The delta-well Hamiltonian in plane waves: kinetic energy `n²/2` on the diagonal and `-g` added
to every entry, the diagonal ones included. -/
def hamiltonian (g : ℝ) (M : ℕ) : Matrix (Mode M) (Mode M) ℝ :=
  Matrix.of fun m n => (if m = n then (m.1 : ℝ) ^ 2 / 2 else 0) - g

/-- `E` is an energy level at cutoff `M`: the Hamiltonian has a nonzero eigenvector
with eigenvalue `E`. -/
def IsLevel (g : ℝ) (M : ℕ) (E : ℝ) : Prop :=
  ∃ v : Mode M → ℝ, v ≠ 0 ∧ hamiltonian g M *ᵥ v = E • v

/-- The secular sum `∑ 1 / (n²/2 - E)` over the modes `|n| ≤ M`. -/
def secularSum (M : ℕ) (E : ℝ) : ℝ :=
  ∑ n ∈ Finset.Icc (-(M : ℤ)) (M : ℤ), 1 / ((n : ℝ) ^ 2 / 2 - E)

/-- Kinetic energy minus a negative energy is positive. -/
theorem denom_pos (x : ℝ) {E : ℝ} (hE : E < 0) : 0 < x ^ 2 / 2 - E := by
  linarith [sq_nonneg x]

/-- The Hamiltonian multiplies each amplitude by its kinetic energy and subtracts `g` times
the sum of all amplitudes. -/
theorem hamiltonian_mulVec (g : ℝ) (M : ℕ) (v : Mode M → ℝ) (m : Mode M) :
    (hamiltonian g M *ᵥ v) m = (m.1 : ℝ) ^ 2 / 2 * v m - g * ∑ n, v n := by
  simp only [hamiltonian, Matrix.mulVec, dotProduct, Matrix.of_apply, sub_mul, ite_mul,
    zero_mul, Finset.sum_sub_distrib, Finset.sum_ite_eq, Finset.mem_univ, if_true,
    Finset.mul_sum]

/-- An eigenvector of negative energy `E` has amplitudes proportional to
`1 / (n²/2 - E)`, with prefactor `g` times the sum of the amplitudes. -/
theorem bound_state_amplitude {g E : ℝ} {M : ℕ} (hE : E < 0) {v : Mode M → ℝ}
    (hv : hamiltonian g M *ᵥ v = E • v) (m : Mode M) :
    v m = g * (∑ n, v n) * (1 / ((m.1 : ℝ) ^ 2 / 2 - E)) := by
  have h := congrFun hv m
  rw [hamiltonian_mulVec, Pi.smul_apply, smul_eq_mul] at h
  rw [mul_one_div, eq_div_iff (denom_pos _ hE).ne']
  linear_combination h

/-- A negative level is nondegenerate: any two of its eigenvectors are proportional. -/
theorem bound_state_nondegenerate {g E : ℝ} {M : ℕ} (hE : E < 0) {v w : Mode M → ℝ}
    (hv0 : v ≠ 0) (hv : hamiltonian g M *ᵥ v = E • v)
    (hw : hamiltonian g M *ᵥ w = E • w) : ∃ c : ℝ, w = c • v := by
  have ha := bound_state_amplitude hE hv
  have hS : (∑ n, v n) ≠ 0 := fun h0 => hv0 (funext fun m => by rw [ha m, h0]; simp)
  refine ⟨(∑ n, w n) / (∑ n, v n), funext fun m => ?_⟩
  have hc : (∑ n, w n) / (∑ n, v n) * (∑ n, v n) = ∑ n, w n := div_mul_cancel₀ _ hS
  rw [Pi.smul_apply, smul_eq_mul, bound_state_amplitude hE hw m, ha m]
  linear_combination (-(g * (1 / ((m.1 : ℝ) ^ 2 / 2 - E)))) * hc

/-- A negative energy is a level exactly when it solves the secular equation
`g ∑ 1 / (n²/2 - E) = 1`. -/
theorem isLevel_iff_secular {g E : ℝ} {M : ℕ} (hE : E < 0) :
    IsLevel g M E ↔ g * secularSum M E = 1 := by
  have hcoe : ∑ n : Mode M, 1 / ((n.1 : ℝ) ^ 2 / 2 - E) = secularSum M E :=
    Finset.sum_coe_sort _ (fun n : ℤ => 1 / ((n : ℝ) ^ 2 / 2 - E))
  constructor
  · rintro ⟨v, hv0, hv⟩
    have ha := bound_state_amplitude hE hv
    have hS : (∑ n, v n) ≠ 0 := fun h0 => hv0 (funext fun m => by rw [ha m, h0]; simp)
    -- summing the amplitudes closes the equation on their sum
    have hsum : ∑ n, v n = g * (∑ n, v n) * secularSum M E := by
      rw [← hcoe, Finset.mul_sum]
      exact Finset.sum_congr rfl fun n _ => ha n
    exact mul_left_cancel₀ hS (by linear_combination -hsum)
  · intro h
    obtain ⟨v, hv⟩ : ∃ v : Mode M → ℝ, ∀ m, v m = 1 / ((m.1 : ℝ) ^ 2 / 2 - E) :=
      ⟨_, fun _ => rfl⟩
    have hs : ∑ m, v m = secularSum M E :=
      (Finset.sum_congr rfl fun m _ => hv m).trans hcoe
    refine ⟨v, fun h0 => ?_, funext fun m => ?_⟩
    · have hz : secularSum M E = 0 := by
        rw [← hs]
        exact Finset.sum_eq_zero fun m _ => congrFun h0 m
      rw [hz] at h
      simp at h
    · rw [hamiltonian_mulVec, hs, h, Pi.smul_apply, smul_eq_mul, hv m]
      have hm := mul_one_div_cancel (denom_pos (m.1 : ℝ) hE).ne'
      linear_combination hm

/-- At fixed cutoff the secular sum increases strictly with the energy below zero. -/
theorem secularSum_strictMonoOn (M : ℕ) : StrictMonoOn (secularSum M) (Set.Iio 0) := by
  intro a _ b hb hab
  unfold secularSum
  exact Finset.sum_lt_sum_of_nonempty ⟨0, by simp⟩ fun n _ =>
    one_div_lt_one_div_of_lt (denom_pos _ (Set.mem_Iio.1 hb)) (by linarith)

/-- Raising the cutoff by one adds the two modes `±(M+1)` to the secular sum. -/
theorem secularSum_succ (M : ℕ) (E : ℝ) :
    secularSum (M + 1) E = secularSum M E + 2 / (((M : ℝ) + 1) ^ 2 / 2 - E) := by
  have h : Finset.Icc (-((M + 1 : ℕ) : ℤ)) ((M + 1 : ℕ) : ℤ) =
      insert ((M : ℤ) + 1) (insert (-((M : ℤ) + 1)) (Finset.Icc (-(M : ℤ)) (M : ℤ))) := by
    ext n
    simp only [Finset.mem_insert, Finset.mem_Icc]
    omega
  unfold secularSum
  rw [h, Finset.sum_insert (by simp only [Finset.mem_insert, Finset.mem_Icc]; omega),
    Finset.sum_insert (by simp only [Finset.mem_Icc]; omega)]
  push_cast
  ring

/-- For `g > 0`, at every cutoff the secular equation has a root between `-(2g + 32g²)` and `-g`. -/
theorem exists_secular_root {g : ℝ} (hg : 0 < g) (M : ℕ) :
    ∃ E, -(2 * g + 32 * g ^ 2) ≤ E ∧ E ≤ -g ∧ g * secularSum M E = 1 := by
  obtain ⟨k, hk, hk2⟩ : ∃ k : ℝ, 0 < k ∧ k ^ 2 = 4 * g + 64 * g ^ 2 :=
    ⟨√(4 * g + 64 * g ^ 2), by positivity, Real.sq_sqrt (by positivity)⟩
  -- telescoping bound on the secular sum, uniform in the cutoff
  have hb : ∀ N : ℕ, secularSum N (-(k ^ 2 / 2)) ≤ 2 / k ^ 2 + 8 / k - 8 / ((N : ℝ) + k) := by
    intro N
    induction N with
    | zero =>
      have h0 : secularSum 0 (-(k ^ 2 / 2)) = 2 / k ^ 2 := by simp [secularSum]
      rw [h0]
      simp
    | succ N ih =>
      have hN : (0 : ℝ) ≤ N := Nat.cast_nonneg N
      have hp : 0 < ((N : ℝ) + 1) ^ 2 / 2 - -(k ^ 2 / 2) := by
        rw [sub_neg_eq_add]; positivity
      have h1 : (N : ℝ) + k ≠ 0 := by positivity
      have h2 : (N : ℝ) + 1 + k ≠ 0 := by positivity
      have e : 8 / ((N : ℝ) + k) - 8 / ((N : ℝ) + 1 + k)
          = 8 / (((N : ℝ) + k) * ((N : ℝ) + 1 + k)) := by
        rw [div_sub_div _ _ h1 h2]
        congr 1
        ring
      have hstep : 2 / (((N : ℝ) + 1) ^ 2 / 2 - -(k ^ 2 / 2))
          ≤ 8 / ((N : ℝ) + k) - 8 / ((N : ℝ) + 1 + k) := by
        rw [e, div_le_div_iff₀ hp (by positivity)]
        nlinarith [sq_nonneg ((N : ℝ) + 1 - k)]
      rw [secularSum_succ]
      push_cast
      linarith
  have hlow : g * secularSum M (-(2 * g + 32 * g ^ 2)) ≤ 1 := by
    have hE : -(2 * g + 32 * g ^ 2) = -(k ^ 2 / 2) := by rw [hk2]; ring
    have h8 : 0 ≤ 8 / ((M : ℝ) + k) := by positivity
    have h1 : g * (2 / k ^ 2 + 8 / k) ≤ 1 := by
      have e : g * (2 / k ^ 2 + 8 / k) = g * (2 + 8 * k) / k ^ 2 := by
        field_simp
      rw [e, div_le_one (by positivity)]
      nlinarith [sq_nonneg (k - 8 * g)]
    rw [hE]
    exact (mul_le_mul_of_nonneg_left (by linarith [hb M]) hg.le).trans h1
  -- the zero mode alone already reaches the value one at `E = -g`
  have hhigh : 1 ≤ g * secularSum M (-g) := by
    have h0 : 1 / (((0 : ℤ) : ℝ) ^ 2 / 2 - -g) ≤ secularSum M (-g) :=
      Finset.single_le_sum (f := fun n : ℤ => 1 / ((n : ℝ) ^ 2 / 2 - -g))
        (fun n _ => (one_div_pos.mpr (denom_pos (n : ℝ) (neg_lt_zero.mpr hg))).le)
        (by simp)
    have h1 : 1 / (((0 : ℤ) : ℝ) ^ 2 / 2 - -g) = 1 / g := by simp
    rw [h1] at h0
    have h2 := mul_le_mul_of_nonneg_left h0 hg.le
    rwa [mul_one_div_cancel hg.ne'] at h2
  have hc : ContinuousOn (fun E => g * secularSum M E)
      (Set.Icc (-(2 * g + 32 * g ^ 2)) (-g)) := by
    unfold secularSum
    exact continuousOn_const.mul (continuousOn_finsetSum _ fun n _ =>
      continuousOn_const.div (continuousOn_const.sub continuousOn_id) fun E hE =>
        (denom_pos (n : ℝ) (E := E) (by linarith [hE.2])).ne')
  obtain ⟨E, hE, h⟩ := intermediate_value_Icc (by nlinarith [sq_nonneg g]) hc ⟨hlow, hhigh⟩
  exact ⟨E, hE.1, hE.2, h⟩

/-- For an attractive delta well there is exactly one negative level `E M` at each cutoff; it
solves the secular equation, decreases strictly with `M`, stays above `-(2g + 32g²)`, and
converges to a negative energy that solves the secular equation at infinite cutoff. -/
theorem delta_well_bound_level {g : ℝ} (hg : 0 < g) :
    ∃ E : ℕ → ℝ, (∀ M e, (e < 0 ∧ IsLevel g M e) ↔ e = E M) ∧
      (∀ M, g * secularSum M (E M) = 1) ∧ StrictAnti E ∧
      (∀ M, -(2 * g + 32 * g ^ 2) ≤ E M) ∧
      ∃ L : ℝ, L < 0 ∧ Tendsto E atTop (𝓝 L) ∧
        Tendsto (fun M => g * secularSum M L) atTop (𝓝 1) := by
  choose E hlo hhi hroot using fun M => exists_secular_root hg M
  have hneg : ∀ M, E M < 0 := fun M => by linarith [hhi M]
  -- extra modes increase the secular sum, so the root must move down
  have hanti : StrictAnti E := strictAnti_nat_of_succ_lt fun M => by
    by_contra h
    have h1 := (secularSum_strictMonoOn M).monotoneOn (hneg M) (hneg (M + 1)) (not_lt.mp h)
    have h2 := secularSum_succ M (E (M + 1))
    have h3 : 0 < 2 / (((M : ℝ) + 1) ^ 2 / 2 - E (M + 1)) :=
      div_pos two_pos (denom_pos _ (hneg _))
    have h4 : secularSum M (E M) < secularSum (M + 1) (E (M + 1)) := by linarith
    have h5 := mul_lt_mul_of_pos_left h4 hg
    linarith [hroot M, hroot (M + 1)]
  have hbdd : BddBelow (Set.range E) :=
    ⟨-(2 * g + 32 * g ^ 2), by rintro _ ⟨M, rfl⟩; exact hlo M⟩
  obtain ⟨L, hlim⟩ : ∃ L, Tendsto E atTop (𝓝 L) :=
    ⟨_, tendsto_atTop_ciInf hanti.antitone hbdd⟩
  have hL : ∀ M, L ≤ E M := fun M => hanti.antitone.le_of_tendsto hlim M
  have hL0 : L < 0 := (hL 0).trans_lt (hneg 0)
  have hup : ∀ M, g * secularSum M L ≤ 1 := fun M => by
    have h1 := (secularSum_strictMonoOn M).monotoneOn hL0 (hneg M) (hL M)
    have h2 := mul_le_mul_of_nonneg_left h1 hg.le
    linarith [hroot M]
  -- the secular sums at `E M` and at `L` differ by at most a multiple of `E M - L`
  have hlow : ∀ M, 1 - (E M - L) / g ≤ g * secularSum M L := fun M => by
    obtain ⟨d, hd⟩ : ∃ d, d = (E M - L) / g := ⟨_, rfl⟩
    have hd0 : 0 ≤ d := by rw [hd]; exact div_nonneg (by linarith [hL M]) hg.le
    have hdg : d * g = E M - L := by rw [hd]; exact div_mul_cancel₀ _ hg.ne'
    have hcmp : secularSum M (E M) ≤ (1 + d) * secularSum M L := by
      unfold secularSum
      rw [Finset.mul_sum]
      refine Finset.sum_le_sum fun n _ => ?_
      rw [mul_one_div, div_le_div_iff₀ (denom_pos _ (hneg M)) (denom_pos _ hL0)]
      have hge : g ≤ (n : ℝ) ^ 2 / 2 - E M := by linarith [hhi M, sq_nonneg (n : ℝ)]
      have h1 := mul_le_mul_of_nonneg_left hge hd0
      linarith
    rw [← hd]
    have h1 := mul_le_mul_of_nonneg_left hcmp hg.le
    have h2 := mul_le_mul_of_nonneg_left (hup M) hd0
    nlinarith [hroot M]
  have hone : Tendsto (fun M => 1 - (E M - L) / g) atTop (𝓝 1) := by
    simpa using ((hlim.sub_const L).div_const g).const_sub 1
  refine ⟨E, fun M e => ⟨?_, ?_⟩, hroot, hanti, hlo, L, hL0, hlim,
    tendsto_of_tendsto_of_tendsto_of_le_of_le hone tendsto_const_nhds hlow hup⟩
  · rintro ⟨he, h⟩
    have h1 := (isLevel_iff_secular he).1 h
    exact (secularSum_strictMonoOn M).injOn he (hneg M)
      (mul_left_cancel₀ hg.ne' (h1.trans (hroot M).symm))
  · rintro rfl
    exact ⟨hneg M, (isLevel_iff_secular (hneg M)).2 (hroot M)⟩

end

end DeltaWellPlaneWaves
```

```lean
#print axioms DeltaWellPlaneWaves.bound_state_nondegenerate
#print axioms DeltaWellPlaneWaves.delta_well_bound_level
```

```
'DeltaWellPlaneWaves.bound_state_nondegenerate' depends on axioms: [propext, Classical.choice, Quot.sound]
'DeltaWellPlaneWaves.delta_well_bound_level' depends on axioms: [propext, Classical.choice, Quot.sound]
```

## How the file expresses the physics

`Mode M` is the set of integers from $-M$ to $M$, `hamiltonian g M` is $H$, and `secularSum M E` is $F_M(E)$. `IsLevel g M E` says that a nonzero real vector satisfies the eigenvalue equation. In `delta_well_bound_level`, the equivalence `(e < 0 ∧ IsLevel g M e) ↔ e = E M` states existence and uniqueness together. Nondegeneracy is a separate theorem, `bound_state_nondegenerate`, and the upper end $-g$ of the bracket appears in `exists_secular_root`.

The proof follows the derivation. `bound_state_amplitude` solves one row, and `isLevel_iff_secular` turns the matrix problem into the scalar one. `exists_secular_root` proves the telescoping bound by induction on the cutoff, then applies `intermediate_value_Icc`. In the main theorem, `choose` collects one root per cutoff into a sequence, `tendsto_atTop_ciInf` supplies its limit, and `hlow` and `hup` are the two sides of the squeeze.

## Monotonicity as a single Lean object

The argument turns on `StrictMonoOn (secularSum M) (Set.Iio 0)`: for two negative energies $a<b$, $F_M(a)<F_M(b)$. The restriction to negative energies matters, because $F_M$ has poles at the kinetic energies $n^2/2$ and is not monotone across them. Mathlib derives other facts from this one statement. Its `.injOn` says that equal secular sums mean equal energies, which gives uniqueness of the level. Its `.monotoneOn` gives the weak inequality used for the strict decrease and for the bound $gF_M(L)\le1$.

## Exact matrix elements, and no convergence rate

The theorems concern exact real arithmetic and the exact matrix above. Rounding, quadrature errors and a delta function smeared over a grid are not modelled. There is no estimate of $E_M-L$, so the result does not say which cutoff reaches a given accuracy. The number $L$ is characterised by the limiting secular equation; its identification with the bound energy of the continuum operator on the ring is not part of the file. Nor are the non-negative eigenvalues, repulsive delta potentials or higher dimensions.
